# The number of exponentials that the estimate 16 exp(−π²k/ln(8R)) requires in Laplace MP2

A double excitation from occupied orbitals i, j to virtual orbitals a, b has the energy denominator Δ = f_a + f_b − e_i − e_j, with occupied energies e and virtual energies f; its inverse 1/Δ ties the four orbitals together, whereas exp(−tΔ), for a number t, is a product of four one-orbital factors. Laplace MP2 replaces 1/Δ by a weighted sum of k such exponentials, and the question is how large k must be for the error estimate in the title to fall to a tolerance ε. The estimate refers to the function 1/x on 1 ≤ x ≤ R, where x is the denominator in units of the lower end of its range and R is the ratio of the upper end to the lower end.

In Lean 4 with Mathlib:

```lean
import Mathlib

open scoped Real

namespace LaplaceMP2

noncomputable section

/-- The error estimate `16 exp(-π² k / ln(8R))` for `k` quadrature points and
denominator range `R ≥ 1`. -/
def errorBound (R : ℝ) (k : ℕ) : ℝ :=
  16 * Real.exp (-(π ^ 2 * (k : ℝ) / Real.log (8 * R)))

/-- The real threshold `ln(8R) ln(16/ε) / π²` for the number of points, for range `R ≥ 1`
and tolerance `ε > 0`. -/
def threshold (R ε : ℝ) : ℝ :=
  Real.log (8 * R) * Real.log (16 / ε) / π ^ 2

/-- The exponential sum `∑ w exp(-t x)` with weights `w` and exponents `t`. -/
def expSum {k : ℕ} (w t : Fin k → ℝ) (x : ℝ) : ℝ :=
  ∑ m, w m * Real.exp (-(t m * x))

/-- The exponential sum reproduces `1/x` on the interval `[1, R]` with error at most `δ`. -/
def ApproximatesInverse {k : ℕ} (w t : Fin k → ℝ) (R δ : ℝ) : Prop :=
  ∀ x, 1 ≤ x → x ≤ R → |1 / x - expSum w t x| ≤ δ

/-- The energy denominator of the double excitation `(i, j, a, b)`, for occupied orbital
energies `e` and virtual orbital energies `f`. -/
def gap {O V : Type*} (e : O → ℝ) (f : V → ℝ) (p : O × O × V × V) : ℝ :=
  f p.2.2.1 + f p.2.2.2 - e p.1 - e p.2.1

variable {O V : Type*} [Fintype O] [Fintype V]

/-- The spin-orbital MP2 energy with antisymmetrized integrals `v`, for nonzero energy
denominators. -/
def mp2Energy (e : O → ℝ) (f : V → ℝ) (v : O × O × V × V → ℂ) : ℝ :=
  -(1 / 4) * ∑ p, ‖v p‖ ^ 2 / gap e f p

/-- The Laplace MP2 energy: the inverse denominator is replaced by a weighted sum, over the
quadrature points, of products of four one-orbital factors. The energy unit `d` is positive. -/
def laplaceEnergy {k : ℕ} (w t : Fin k → ℝ) (d : ℝ)
    (e : O → ℝ) (f : V → ℝ) (v : O × O × V × V → ℂ) : ℝ :=
  -(1 / 4) * ∑ m, w m / d * ∑ p : O × O × V × V, ‖v p‖ ^ 2 *
    (Real.exp (t m / d * e p.1) * Real.exp (t m / d * e p.2.1) *
      Real.exp (-(t m / d * f p.2.2.1)) * Real.exp (-(t m / d * f p.2.2.2)))

/-- For `R ≥ 1` and `ε > 0`, the error estimate is at most `ε` if and only if the number of
points reaches the threshold. -/
theorem errorBound_le_iff {R ε : ℝ} (hR : 1 ≤ R) (hε : 0 < ε) (k : ℕ) :
    errorBound R k ≤ ε ↔ threshold R ε ≤ k := by
  have hL : 0 < Real.log (8 * R) := Real.log_pos (by linarith)
  unfold errorBound threshold
  -- take the logarithm of the estimate
  have h1 : 16 * Real.exp (-(π ^ 2 * (k : ℝ) / Real.log (8 * R))) ≤ ε ↔
      Real.log (16 / ε) ≤ π ^ 2 * (k : ℝ) / Real.log (8 * R) := by
    rw [Real.log_le_iff_le_exp (by positivity), div_le_iff₀ hε, Real.exp_neg,
      ← div_eq_mul_inv, div_le_iff₀ (Real.exp_pos _), mul_comm ε]
  -- solve for the number of points
  rw [h1, le_div_iff₀ hL, div_le_iff₀ (by positivity), mul_comm (Real.log (8 * R)),
    mul_comm (k : ℝ)]

/-- Multiplying a positive range `R` by a positive factor `c` shifts the threshold by
`ln(c) ln(16/ε) / π²`. -/
theorem threshold_scale {R c : ℝ} (hR : 0 < R) (hc : 0 < c) (ε : ℝ) :
    threshold (c * R) ε = threshold R ε + Real.log c * Real.log (16 / ε) / π ^ 2 := by
  unfold threshold
  rw [show 8 * (c * R) = c * (8 * R) by ring, Real.log_mul hc.ne' (by positivity)]
  ring

/-- For `R ≥ 1` and `ε > 0`, the estimate for the doubled range `2R` is at most `ε` if and only
if `k` reaches the threshold for `R` plus `ln(2) ln(16/ε) / π²`. -/
theorem errorBound_double_le_iff {R ε : ℝ} (hR : 1 ≤ R) (hε : 0 < ε) (k : ℕ) :
    errorBound (2 * R) k ≤ ε ↔
      threshold R ε + Real.log 2 * Real.log (16 / ε) / π ^ 2 ≤ k := by
  rw [errorBound_le_iff (by linarith) hε, threshold_scale (by linarith) (by norm_num)]

/-- For `R ≥ 1` and `ε > 0`, the least number of points that brings the estimate down to `ε`
is the threshold rounded up to a natural number. -/
theorem least_points {R ε : ℝ} (hR : 1 ≤ R) (hε : 0 < ε) :
    IsLeast {k : ℕ | errorBound R k ≤ ε} ⌈threshold R ε⌉₊ :=
  ⟨(errorBound_le_iff hR hε _).2 (Nat.le_ceil _),
    fun k hk => Nat.ceil_le.2 ((errorBound_le_iff hR hε k).1 hk)⟩

/-- The four orbital factors recombine: the Laplace energy is the MP2 sum with each inverse
denominator replaced by the rescaled exponential sum. -/
theorem laplaceEnergy_eq {k : ℕ} (w t : Fin k → ℝ) (d : ℝ)
    (e : O → ℝ) (f : V → ℝ) (v : O × O × V × V → ℂ) :
    laplaceEnergy w t d e f v =
      -(1 / 4) * ∑ p, ‖v p‖ ^ 2 * (expSum w t (gap e f p / d) / d) := by
  have h : ∀ (p : O × O × V × V) (m : Fin k),
      Real.exp (t m / d * e p.1) * Real.exp (t m / d * e p.2.1) *
        Real.exp (-(t m / d * f p.2.2.1)) * Real.exp (-(t m / d * f p.2.2.2)) =
      Real.exp (-(t m * (gap e f p / d))) := by
    intro p m
    rw [← Real.exp_add, ← Real.exp_add, ← Real.exp_add]
    congr 1
    unfold gap
    ring
  unfold laplaceEnergy expSum
  simp only [h, Finset.mul_sum, Finset.sum_div]
  -- exchange quadrature points and excitations
  rw [Finset.sum_comm]
  refine Finset.sum_congr rfl fun p _ => Finset.sum_congr rfl fun m _ => ?_
  ring

/-- If all denominators lie in `[d, R d]` with `d > 0` and the exponential sum has error at most
`δ` on `[1, R]`, the MP2 energy error is at most `δ/(4d)` times the sum of squared integrals. -/
theorem energy_error_le {k : ℕ} {w t : Fin k → ℝ} {R δ d : ℝ} (hd : 0 < d)
    {e : O → ℝ} {f : V → ℝ} (v : O × O × V × V → ℂ)
    (hgap : ∀ p, d ≤ gap e f p ∧ gap e f p ≤ R * d)
    (hq : ApproximatesInverse w t R δ) :
    |mp2Energy e f v - laplaceEnergy w t d e f v| ≤ δ / (4 * d) * ∑ p, ‖v p‖ ^ 2 := by
  have key : mp2Energy e f v - laplaceEnergy w t d e f v = -(1 / 4) * ∑ p, ‖v p‖ ^ 2 *
      ((1 / (gap e f p / d) - expSum w t (gap e f p / d)) / d) := by
    rw [laplaceEnergy_eq]
    unfold mp2Energy
    rw [← mul_sub, ← Finset.sum_sub_distrib]
    congr 1
    refine Finset.sum_congr rfl fun p _ => ?_
    have hg : gap e f p ≠ 0 := (lt_of_lt_of_le hd (hgap p).1).ne'
    have h1 : 1 / (gap e f p / d) / d = 1 / gap e f p := by field_simp
    rw [sub_div, h1]
    ring
  -- the quadrature error bounds every excitation separately
  have hs : |∑ p, ‖v p‖ ^ 2 * ((1 / (gap e f p / d) - expSum w t (gap e f p / d)) / d)|
      ≤ (∑ p, ‖v p‖ ^ 2) * (δ / d) := by
    rw [Finset.sum_mul]
    refine (Finset.abs_sum_le_sum_abs _ _).trans (Finset.sum_le_sum fun p _ => ?_)
    have hx := hq (gap e f p / d) ((one_le_div hd).2 (hgap p).1)
      ((div_le_iff₀ hd).2 (hgap p).2)
    rw [abs_mul, abs_of_nonneg (sq_nonneg ‖v p‖), abs_div, abs_of_pos hd]
    gcongr
  rw [key, abs_mul, abs_neg, abs_of_pos (by norm_num : (0 : ℝ) < 1 / 4)]
  calc _ ≤ 1 / 4 * ((∑ p, ‖v p‖ ^ 2) * (δ / d)) :=
        mul_le_mul_of_nonneg_left hs (by norm_num)
    _ = _ := by ring

/-- Let `R ≥ 1`, `ε > 0`, `d > 0`, and let all denominators lie in `[d, R d]`. A quadrature that
attains the error estimate, with `k` at or above the threshold, gives the MP2 energy within
`ε/(4d)` times the sum of squared integrals. -/
theorem energy_error_of_threshold {k : ℕ} {w t : Fin k → ℝ} {R ε d : ℝ}
    (hR : 1 ≤ R) (hε : 0 < ε) (hd : 0 < d)
    {e : O → ℝ} {f : V → ℝ} (v : O × O × V × V → ℂ)
    (hgap : ∀ p, d ≤ gap e f p ∧ gap e f p ≤ R * d)
    (hq : ApproximatesInverse w t R (errorBound R k)) (hk : threshold R ε ≤ k) :
    |mp2Energy e f v - laplaceEnergy w t d e f v| ≤ ε / (4 * d) * ∑ p, ‖v p‖ ^ 2 :=
  energy_error_le hd v hgap fun x h1 h2 =>
    (hq x h1 h2).trans ((errorBound_le_iff hR hε k).2 hk)

/-- The single exponential `exp(-x/4)` attains the error estimate for `k = 1` and `R = 2`. -/
theorem approximatesInverse_witness :
    ApproximatesInverse (fun _ : Fin 1 => (1 : ℝ)) (fun _ => 1 / 4) 2 (errorBound 2 1) := by
  -- the estimate is at least 1/4
  have hb : 1 / 4 ≤ errorBound 2 1 := by
    have l2 := Real.log_two_gt_d9
    have h16 : Real.log (8 * 2) = 4 * Real.log 2 := by
      rw [show (8 * 2 : ℝ) = 2 ^ 4 by norm_num, Real.log_pow]
      norm_num
    have h64 : Real.log 64 = 6 * Real.log 2 := by
      rw [show (64 : ℝ) = 2 ^ 6 by norm_num, Real.log_pow]
      norm_num
    have hp : π ^ 2 < 10 := by nlinarith [Real.pi_lt_d2, Real.pi_pos]
    have hl : 0.45 < Real.log 2 ^ 2 := by nlinarith
    have hle : π ^ 2 * ((1 : ℕ) : ℝ) / Real.log (8 * 2) ≤ Real.log 64 := by
      rw [h16, h64, div_le_iff₀ (by linarith), Nat.cast_one]
      nlinarith
    have hexp := Real.exp_le_exp.2 (neg_le_neg hle)
    rw [Real.exp_neg (Real.log 64), Real.exp_log (by norm_num)] at hexp
    unfold errorBound
    linarith
  intro x h1 h2
  refine le_trans ?_ hb
  have hx : 0 < x := by linarith
  simp only [expSum, Finset.univ_unique, Finset.sum_singleton, one_mul]
  -- enclose the exponential between 1 - x/4 and 1/(1 + x/4)
  have lo := Real.add_one_le_exp (-(1 / 4 * x))
  have up : Real.exp (-(1 / 4 * x)) ≤ 1 / (1 + 1 / 4 * x) := by
    rw [Real.exp_neg, ← one_div]
    exact one_div_le_one_div_of_le (by positivity)
      (by linarith [Real.add_one_le_exp (1 / 4 * x)])
  have ha : 1 / x ≤ 5 / 4 - x / 4 := by
    rw [div_le_iff₀ hx]
    nlinarith [mul_nonneg (sub_nonneg.2 h1) (sub_nonneg.2 h2)]
  have hc : 1 / 2 - x / 16 ≤ 1 / x := by
    rw [le_div_iff₀ hx]
    nlinarith [sq_nonneg (x - 4)]
  have key : ∀ r : ℝ, r * x = 1 → 1 / 2 - x / 16 ≤ r →
      1 ≤ (r + 1 / 4) * (1 + 1 / 4 * x) := by
    intro r hr hr'
    nlinarith
  have hu : 1 / (1 + 1 / 4 * x) ≤ 1 / x + 1 / 4 := by
    rw [div_le_iff₀ (by positivity)]
    exact key (1 / x) (one_div_mul_cancel hx.ne') hc
  exact abs_le.2 ⟨by linarith, by linarith⟩

end

end LaplaceMP2
```

```lean
#print axioms LaplaceMP2.errorBound_double_le_iff
#print axioms LaplaceMP2.least_points
#print axioms LaplaceMP2.laplaceEnergy_eq
#print axioms LaplaceMP2.energy_error_of_threshold
```

```
'LaplaceMP2.errorBound_double_le_iff' depends on axioms: [propext, Classical.choice, Quot.sound]
'LaplaceMP2.least_points' depends on axioms: [propext, Classical.choice, Quot.sound]
'LaplaceMP2.laplaceEnergy_eq' depends on axioms: [propext, Classical.choice, Quot.sound]
'LaplaceMP2.energy_error_of_threshold' depends on axioms: [propext, Classical.choice, Quot.sound]
```

## Threshold and range doubling

Let R ≥ 1 be the ratio between the upper and lower ends of the denominator range, and write L = ln(8R), which is positive. For ε > 0, each line below is equivalent to the next:

16 exp(−π²k/L) ≤ ε

16/ε ≤ exp(π²k/L)

ln(16/ε) ≤ π²k/L

L ln(16/ε)/π² ≤ k

The last left-hand side is `threshold R ε`, and `errorBound_le_iff` states the equivalence. In its proof, `h1` takes the logarithm and the final rewrite solves for k. By `least_points`, the smallest k that brings the estimate down to ε is the threshold rounded up to a natural number. This is what the estimate requires; the quadrature error itself may fall to ε at a smaller k.

Since ln(8·2R) = ln 2 + ln(8R), doubling R changes the threshold by

ln 2 · ln(16/ε)/π²,

whatever R was. This is an increase when ε < 16. At ε = 10⁻⁶ it is about 1.16, so the rounded count grows by one or two. `threshold_scale` proves the shift for any positive factor c, and `errorBound_double_le_iff` inserts c = 2.

## From denominators to the energy

`mp2Energy` is the spin-orbital expression

E = −(1/4) Σ_p |v_p|²/Δ_p,

where p = (i, j, a, b) runs over all quadruples, `gap` is Δ_p and `v` holds the antisymmetrized integrals. The letter ε is a tolerance here, not an orbital energy. The types `O` and `V` label finitely many occupied and virtual spin orbitals.

All denominators must lie in [d, Rd] with d > 0, so x = Δ_p/d lies in [1, R]. With weights w_m and exponents t_m, `expSum` is

S(x) = Σ_m w_m exp(−t_m x),

and 1/Δ_p = (1/x)/d is replaced by S(x)/d. Each exponential splits as

exp(−t_m Δ_p/d) = exp(t_m e_i/d) exp(t_m e_j/d) exp(−t_m f_a/d) exp(−t_m f_b/d).

`laplaceEnergy` is written with the four factors. `laplaceEnergy_eq` recombines them by adding exponents and exchanges the sums over m and p.

Suppose |1/x − S(x)| ≤ δ on [1, R], which is `ApproximatesInverse`. Then each inverse denominator is wrong by at most δ/d, and the triangle inequality gives

|E − E_Laplace| ≤ (1/4) Σ_p |v_p|² · δ/d = δ/(4d) · Σ_p |v_p|².

This is `energy_error_le`: `key` writes the energy difference as one sum, and `hs` bounds it term by term.

`energy_error_of_threshold` puts the two parts together. If the quadrature error on [1, R] is at most the estimate and k reaches the threshold, then δ can be replaced by ε. For MP2 in a finite orbital basis with a positive gap, this turns a tolerance on 1/x into a bound on the energy error.

## What is assumed of the quadrature and the orbitals

That the quadrature attains the estimate, meaning that its error on [1, R] is at most 16 exp(−π²k/ln(8R)), is a hypothesis, `hq`. It stands for the quality of the weights and exponents used in a calculation, and has to be established for them separately.

`approximatesInverse_witness` establishes it in one case, S(x) = exp(−x/4) with k = 1 and R = 2. Because π² < 10 < 24 (ln 2)², we have π²/ln 16 ≤ ln 64, so the estimate is at least 16/64 = 1/4. On [1, 2] the error stays within 1/4 on both sides:

1/x − exp(−x/4) ≤ 1/x − 1 + x/4 ≤ 1/4

exp(−x/4) ≤ 1/(1 + x/4) ≤ 1/x + 1/4

The first line uses exp(−x/4) ≥ 1 − x/4 and (x − 1)(4 − x) ≥ 0. The second uses exp(x/4) ≥ 1 + x/4 and (x − 4)² ≥ 0.

The theorems accept any real orbital energies that satisfy the gap condition and any complex `v`, antisymmetric or not. In an MP2 calculation on a molecule, these numbers are its canonical Hartree–Fock orbital energies and antisymmetrized integrals.
